# At fixed electron number, the non-relativistic ground-state Lamb shielding never falls as the nuclear charge rises

Take an atom with $N$ electrons and a fixed nucleus of charge $Z$, in atomic units. Write its Hamiltonian as $A - ZW$, where $W=\sum_i 1/r_i$ and $A$ holds the kinetic energy and the electron repulsion. The Lamb shielding, the diamagnetic term of Ramsey's theory with the gauge origin at the nucleus, averaged over the directions of the magnetic field, is $\sigma=\frac{\alpha^2}{3}\langle W\rangle$, with $\alpha$ the fine-structure constant.

I expect $\sigma$ to grow along an isoelectronic series, because a stronger nucleus pulls the electrons in. But the electrons also repel each other more when they are squeezed together, and the ground configuration can change from one ion to the next. At such a crossing the new ground state may have quite a different density. Could $\sigma$ drop there?

## Ground states as energy minimisers

No, it cannot drop, and the reason is the variational principle used twice. It needs no continuity in $Z$, so crossings do no harm.

Let $\mathcal H$ be a complex inner product space and $D$ a linear subspace, the domain. Operators are linear maps from $D$ to $\mathcal H$, so unbounded operators are allowed. The inner product is linear in its second argument. For an operator $T$ and $x\in D$, the mean is
$$m_T(x)=\mathrm{Re}\,\langle x,Tx\rangle .$$
This is the expectation value when $x$ is a unit vector and $T$ is Hermitian. A ground state of $T$ with energy $E$ is a unit vector $u\in D$ with $m_T(u)=E$ and $E\|x\|^2\le m_T(x)$ for every $x\in D$. The Schrödinger equation is not part of this definition.

Fix real charges $Z_1<Z_2$, and let $u_1,u_2$ be ground states of $A-Z_1W$ and $A-Z_2W$ with energies $E_1,E_2$. Put $w_1=m_W(u_1)$ and $w_2=m_W(u_2)$.

## Each ground state as a trial vector at the other charge

In a fixed vector the mean energy is affine in the charge: $m_{A-ZW}(x)=m_A(x)-Z\,m_W(x)$. Using $u_1$ as a trial vector at $Z_2$ gives
$$E_2\le m_A(u_1)-Z_2w_1=E_1-(Z_2-Z_1)w_1,$$
and using $u_2$ at $Z_1$ gives
$$E_1\le m_A(u_2)-Z_1w_2=E_2+(Z_2-Z_1)w_2 .$$
Dividing by $Z_2-Z_1>0$,
$$w_1\le\frac{E_1-E_2}{Z_2-Z_1}\le w_2 .$$

When $W$ multiplies a wave function $\psi$ by $\sum_i 1/r_i$, its mean is the integral
$$m_W(\psi)=\int\sum_i\frac{1}{r_i}\,\|\psi\|^2 ,$$
so multiplying $w_1\le w_2$ by $\alpha^2/3\ge 0$ gives the result for $\sigma$. The electron repulsion sits in $A$, which cancels whatever it is.

## When the rise is strict

Now let $A$ and $W$ be Hermitian and $D$ dense. A ground state $u$ of a Hermitian $T$ then satisfies $Tu=Eu$. To see this, put $\rho=Tu-Eu$ and vary $u$ along $x\in D$ with real $t$. The terms without $t$ cancel, and Hermiticity makes the two cross terms equal, so
$$0\le m_T(u+tx)-E\|u+tx\|^2=2t\,\mathrm{Re}\langle x,\rho\rangle+t^2\left(m_T(x)-E\|x\|^2\right).$$
A quadratic in $t$ that is never negative has discriminant at most zero. Here this reads $4(\mathrm{Re}\langle x,\rho\rangle)^2\le 0$, hence $\mathrm{Re}\langle x,\rho\rangle=0$ for all $x\in D$. By density and continuity the same holds for all $x\in\mathcal H$. The choice $x=\rho$ gives $\|\rho\|^2=0$.

Suppose the first bound is an equality, $(Z_2-Z_1)w_1=E_1-E_2$. Then the mean energy of $u_1$ at $Z_2$ is $E_1-(Z_2-Z_1)w_1=E_2$, so $u_1$ is a ground state at both charges and
$$Au_1-Z_1Wu_1=E_1u_1,\qquad Au_1-Z_2Wu_1=E_2u_1 .$$
Subtracting gives $(Z_2-Z_1)Wu_1=(E_1-E_2)u_1$, that is, $Wu_1=w_1u_1$. If $u_1$ is not an eigenvector of $W$, the first bound is therefore strict and $w_1<w_2$.

Here are the definitions and proofs in Lean.

```lean
import Mathlib

open MeasureTheory

noncomputable section

namespace LambShielding

variable {H : Type*} [NormedAddCommGroup H] [InnerProductSpace ℂ H] {D : Submodule ℂ H}

/-- The mean value of an operator `T` with domain `D` in the vector `x`: the real part of
`⟨x, T x⟩`. -/
def mean (T : D →ₗ[ℂ] H) (x : D) : ℝ := (inner ℂ (x : H) (T x)).re

/-- `T` is Hermitian on its domain: `⟨T x, y⟩ = ⟨x, T y⟩`. -/
def Hermitian (T : D →ₗ[ℂ] H) : Prop :=
  ∀ x y : D, inner ℂ (T x) (y : H) = inner ℂ (x : H) (T y)

/-- The Hamiltonian `A - Z W` at nuclear charge `Z`. -/
def hamiltonian (A W : D →ₗ[ℂ] H) (Z : ℝ) : D →ₗ[ℂ] H := A - (Z : ℂ) • W

/-- `u` is a ground state of `T` with energy `E`: a unit vector whose mean energy `E` is the lowest
one among the unit vectors of the domain. -/
structure IsGround (T : D →ₗ[ℂ] H) (E : ℝ) (u : D) : Prop where
  norm_one : ‖(u : H)‖ = 1
  energy : mean T u = E
  minimal : ∀ x : D, E * ‖(x : H)‖ ^ 2 ≤ mean T x

/-- In a fixed vector the mean energy is an affine function of the nuclear charge. -/
theorem mean_hamiltonian (A W : D →ₗ[ℂ] H) (Z : ℝ) (x : D) :
    mean (hamiltonian A W Z) x = mean A x - Z * mean W x := by
  simp [mean, hamiltonian]

/-- For ground states at charges `Z1 < Z2`, the energy drop per unit charge lies between the
mean values of `W` in the two states. -/
theorem shielding_bracket {A W : D →ₗ[ℂ] H} {Z1 Z2 E1 E2 : ℝ} {u1 u2 : D} (hZ : Z1 < Z2)
    (h1 : IsGround (hamiltonian A W Z1) E1 u1) (h2 : IsGround (hamiltonian A W Z2) E2 u2) :
    mean W u1 ≤ (E1 - E2) / (Z2 - Z1) ∧ (E1 - E2) / (Z2 - Z1) ≤ mean W u2 := by
  -- each ground state serves as trial vector at the other charge
  have a := h2.minimal u1
  have b := h1.minimal u2
  have e1 := h1.energy
  have e2 := h2.energy
  rw [mean_hamiltonian] at a b e1 e2
  rw [h1.norm_one] at a
  rw [h2.norm_one] at b
  constructor
  · rw [le_div_iff₀ (sub_pos.2 hZ)]
    linarith
  · rw [div_le_iff₀ (sub_pos.2 hZ)]
    linarith

/-- A ground state of a Hermitian operator with dense domain satisfies the Schrödinger
equation `T u = E u`. -/
theorem ground_schrodinger {T : D →ₗ[ℂ] H} (hT : Hermitian T) (hD : Dense (D : Set H))
    {E : ℝ} {u : D} (h : IsGround T E u) : T u = (E : ℂ) • (u : H) := by
  have n : ∀ v : H, ‖v‖ ^ 2 = (inner ℂ v v).re :=
    fun v => (inner_self_eq_norm_sq (𝕜 := ℂ) v).symm
  have sw : ∀ v w : H, (inner ℂ v w).re = (inner ℂ w v).re := fun v w => by
    rw [← inner_conj_symm v w, Complex.conj_re]
  -- the first variation of the energy vanishes in every direction of the domain
  have key : ∀ x : D, (inner ℂ (x : H) (T u - (E : ℂ) • (u : H))).re = 0 := by
    intro x
    have hb : (inner ℂ (x : H) (T u - (E : ℂ) • (u : H))).re
        = (inner ℂ (x : H) (T u)).re - E * (inner ℂ (x : H) (u : H)).re := by
      simp
    have hq : ∀ t : ℝ, 0 ≤ (mean T x - E * ‖(x : H)‖ ^ 2) * (t * t)
        + (2 * (inner ℂ (x : H) (T u - (E : ℂ) • (u : H))).re) * t + 0 := by
      intro t
      have m := h.minimal (u + (t : ℂ) • x)
      have m1 : mean T (u + (t : ℂ) • x)
          = mean T u + 2 * t * (inner ℂ (x : H) (T u)).re + t * t * mean T x := by
        have s : (inner ℂ (u : H) (T x)).re = (inner ℂ (x : H) (T u)).re := by
          rw [← hT u x, sw]
        simp only [mean, map_add, map_smul, Submodule.coe_add, Submodule.coe_smul,
          inner_add_left, inner_add_right, inner_smul_left, inner_smul_right,
          Complex.conj_ofReal, Complex.add_re, Complex.re_ofReal_mul, s]
        ring
      have m2 : ‖((u + (t : ℂ) • x : D) : H)‖ ^ 2
          = 1 + 2 * t * (inner ℂ (x : H) (u : H)).re + t * t * ‖(x : H)‖ ^ 2 := by
        have o : (inner ℂ (u : H) (u : H)).re = 1 := by
          rw [← n, h.norm_one, one_pow]
        rw [n, n]
        simp only [Submodule.coe_add, Submodule.coe_smul,
          inner_add_left, inner_add_right, inner_smul_left, inner_smul_right,
          Complex.conj_ofReal, Complex.add_re, Complex.re_ofReal_mul, o, sw (u : H) (x : H)]
        ring
      rw [m1, m2, h.energy] at m
      rw [hb]
      linarith
    have d := discrim_le_zero hq
    unfold discrim at d
    nlinarith [sq_nonneg (inner ℂ (x : H) (T u - (E : ℂ) • (u : H))).re]
  -- density carries this over to the residual vector itself
  have ext := Continuous.ext_on hD
    (Complex.continuous_re.comp
      (Continuous.inner (𝕜 := ℂ) continuous_id
        (continuous_const (y := T u - (E : ℂ) • (u : H)))))
    (continuous_const (y := (0 : ℝ))) (fun v hv => key ⟨v, hv⟩)
  have z : ‖T u - (E : ℂ) • (u : H)‖ ^ 2 = 0 := by
    rw [n]
    exact congrFun ext _
  exact sub_eq_zero.1 (norm_eq_zero.1 (pow_eq_zero_iff two_ne_zero |>.1 z))

/-- For Hermitian `A` and `W` on a dense domain, the ground-state mean of `W` rises strictly from
`Z1` to `Z2 > Z1` if the ground state at `Z1` is not an eigenvector of `W`. -/
theorem shielding_strict {A W : D →ₗ[ℂ] H} (hA : Hermitian A) (hW : Hermitian W)
    (hD : Dense (D : Set H)) {Z1 Z2 E1 E2 : ℝ} {u1 u2 : D} (hZ : Z1 < Z2)
    (h1 : IsGround (hamiltonian A W Z1) E1 u1) (h2 : IsGround (hamiltonian A W Z2) E2 u2)
    (hne : ∀ c : ℝ, W u1 ≠ (c : ℂ) • (u1 : H)) : mean W u1 < mean W u2 := by
  obtain ⟨l, r⟩ := shielding_bracket hZ h1 h2
  refine lt_of_lt_of_le (lt_of_le_of_ne l fun he => hne (mean W u1) ?_) r
  have hH : ∀ Z : ℝ, Hermitian (hamiltonian A W Z) := fun Z x y => by
    simp [hamiltonian, hA x y, hW x y]
  rw [eq_div_iff (sub_pos.2 hZ).ne'] at he
  -- equality makes `u1` a ground state at both charges
  have g : IsGround (hamiltonian A W Z2) E2 u1 := by
    refine ⟨h1.norm_one, ?_, h2.minimal⟩
    have e1 := h1.energy
    rw [mean_hamiltonian] at e1 ⊢
    linarith
  have s1 : A u1 - (Z1 : ℂ) • W u1 = (E1 : ℂ) • (u1 : H) := ground_schrodinger (hH Z1) hD h1
  have s2 : A u1 - (Z2 : ℂ) • W u1 = (E2 : ℂ) • (u1 : H) := ground_schrodinger (hH Z2) hD g
  have hc : ((Z2 : ℂ) - Z1) * (mean W u1 : ℂ) = E1 - E2 := by
    rw [mul_comm]
    exact_mod_cast he
  have hz : (Z2 : ℂ) - Z1 ≠ 0 := by
    exact_mod_cast (sub_pos.2 hZ).ne'
  apply smul_right_injective H hz
  change ((Z2 : ℂ) - Z1) • W u1 = ((Z2 : ℂ) - Z1) • ((mean W u1 : ℂ) • (u1 : H))
  rw [smul_smul, hc]
  linear_combination (norm := module) s1 - s2

/-- Positions of `N` electrons relative to the nucleus. -/
abbrev Config (N : ℕ) := Fin N → EuclideanSpace ℝ (Fin 3)

/-- The sum of `1/r` over the electrons, for configurations with no electron at the nucleus. -/
def sumInvR {N : ℕ} (r : Config N) : ℝ := ∑ i, 1 / ‖r i‖

variable {N : ℕ} {F : Type*} [NormedAddCommGroup F] [InnerProductSpace ℂ F]

/-- The Lamb shielding `(α²/3) ⟨∑ 1/r⟩` in atomic units, with `α` the fine-structure constant, for a
normalised wave function with values in the spin space `F` and a finite mean of `∑ 1/r`. -/
def lambShielding (α : ℝ) (ψ : Lp F 2 (volume : Measure (Config N))) : ℝ :=
  α ^ 2 / 3 * ∫ r, sumInvR r * ‖ψ r‖ ^ 2

/-- If `W` multiplies wave functions by the sum of `1/r`, the Lamb shielding is `α²/3` times
the mean value of `W`. -/
theorem lambShielding_eq_mean {D : Submodule ℂ (Lp F 2 (volume : Measure (Config N)))}
    {W : D →ₗ[ℂ] Lp F 2 (volume : Measure (Config N))}
    (hW : ∀ ψ : D, ∀ᵐ r, W ψ r = (sumInvR r : ℂ) • ψ.1 r) (α : ℝ) (ψ : D) :
    lambShielding α ψ.1 = α ^ 2 / 3 * mean W ψ := by
  have e : ∫ r, inner ℂ (ψ.1 r) (W ψ r) = ∫ r, ((sumInvR r * ‖ψ.1 r‖ ^ 2 : ℝ) : ℂ) := by
    apply integral_congr_ae
    filter_upwards [hW ψ] with r hr
    rw [hr, inner_smul_right, inner_self_eq_norm_sq_to_K]
    simp
  rw [lambShielding, mean, L2.inner_def, e, integral_complex_ofReal, Complex.ofReal_re]

/-- If `W` multiplies wave functions by the sum of `1/r` and `A` is the same at both charges, the
Lamb shielding of a ground state at `Z2 > Z1` is at least that of a ground state at `Z1`. -/
theorem lambShielding_mono {D : Submodule ℂ (Lp F 2 (volume : Measure (Config N)))}
    {A W : D →ₗ[ℂ] Lp F 2 (volume : Measure (Config N))}
    (hW : ∀ ψ : D, ∀ᵐ r, W ψ r = (sumInvR r : ℂ) • ψ.1 r) (α : ℝ)
    {Z1 Z2 E1 E2 : ℝ} {u1 u2 : D} (hZ : Z1 < Z2)
    (h1 : IsGround (hamiltonian A W Z1) E1 u1) (h2 : IsGround (hamiltonian A W Z2) E2 u2) :
    lambShielding α u1.1 ≤ lambShielding α u2.1 := by
  obtain ⟨l, r⟩ := shielding_bracket hZ h1 h2
  rw [lambShielding_eq_mean hW, lambShielding_eq_mean hW]
  exact mul_le_mul_of_nonneg_left (l.trans r) (by positivity)

end LambShielding
```

```lean
#print axioms LambShielding.shielding_strict
-- 'LambShielding.shielding_strict' depends on axioms: [propext, Classical.choice, Quot.sound]
#print axioms LambShielding.lambShielding_mono
-- 'LambShielding.lambShielding_mono' depends on axioms: [propext, Classical.choice, Quot.sound]
```

## What the Lean statements say about an atom

`mean`, `hamiltonian` and `IsGround` are the mean, the operator $A-ZW$ and the ground-state condition defined above. `Hermitian` means $\langle Tx,y\rangle=\langle x,Ty\rangle$ on the domain, which is symmetry and not self-adjointness.

`shielding_bracket` is the two-sided bound on $(E_1-E_2)/(Z_2-Z_1)$. It assumes neither Hermiticity nor density, because it uses only real parts of inner products and the minimum property. `shielding_strict` adds those two assumptions and `hne`, which says that `u1` is not an eigenvector of `W` with a real eigenvalue.

For the atom, `Config N` holds the $N$ electron positions relative to the nucleus, and `sumInvR` is $\sum_i 1/r_i$. A wave function is an element of `Lp F 2`, a square-integrable function of the configuration with values in a spin space `F`. The hypothesis `hW` says that `W` multiplies each function in `D` by `sumInvR`, almost everywhere. Since `W` maps into the same space, the product must again be square integrable, and the shielding integral is then finite for every function in `D`. `lambShielding` is that integral times `α ^ 2 / 3`, and `lambShielding_mono` answers the question of the opening section.

Several features of the physics enter as assumptions or choices:

- **Existence of ground states.** Both are hypotheses. An anion whose nucleus is too weak to bind all its electrons has no ground state in this sense, and the theorem is then silent.
- **Degeneracy.** Nothing requires a unique ground state. At a crossing the inequality holds for every choice of `u1` and `u2`.
- **The operator `A`.** It is an arbitrary linear map on `D`, so the Coulomb repulsion is one case among many. It must be the same at both charges.
- **Antisymmetry.** It is not built in, but `D` may consist of antisymmetric functions. Such a `D` is not dense in the full space when $N\ge2$, so for `shielding_strict` one takes `H` to be the antisymmetric subspace itself.
- **The shielding.** Only the Lamb term is treated. For an open-shell ion the paramagnetic term of Ramsey's theory can matter too, and the total shielding need not follow the same rule. Relativity and nuclear motion are left out.

For $N\ge1$ the condition `hne` is mild. An eigenvector of multiplication by $\sum_i 1/r_i$ would have to live on a set where that sum is constant. With the other electrons held fixed, this confines the first electron to at most one sphere around the nucleus, so the set has volume zero and no unit vector lives there. I offer this as an informal argument, since the file keeps `hne` as a hypothesis and states no strict version for `lambShielding`.

The freedom in `D` matters for electronic-structure calculations. Full configuration interaction in a finite basis minimises the energy over a linear subspace, so its exact minimisers obey the same inequality, provided that the basis is the same at both charges and `hW` holds on it. If the basis is changed along with $Z$, the two trial-vector steps need not both apply.

## The same steps in the Lean proofs

`mean_hamiltonian` is the affine dependence on $Z$. In `shielding_bracket`, `a` is the inequality for `u1` as trial vector at `Z2`, and `b` is the one for `u2` at `Z1`. After the rewriting with `mean_hamiltonian` and the unit norms, `le_div_iff₀` and `div_le_iff₀` clear the positive denominator, and `linarith` combines the energies as above.

In `ground_schrodinger`, `key` states that $\mathrm{Re}\langle x,\rho\rangle=0$ on the domain. Its parts `m1` and `m2` expand $m_T(u+tx)$ and $\|u+tx\|^2$, and Hermiticity enters through `s`, which equates the cross terms. `hq` is the non-negative quadratic, and `discrim_le_zero` bounds its discriminant. `Continuous.ext_on` extends the identity from the dense domain to the whole space, and the last lines evaluate it at the residual.

`shielding_strict` assumes equality in the first bound under the name `he`. From it, `g` shows that `u1` is a ground state at `Z2`, while `s1` and `s2` are the two Schrödinger equations. Their difference, taken by `linear_combination`, gives the eigenvector equation multiplied by $Z_2-Z_1$, and `smul_right_injective` removes that non-zero factor. This contradicts `hne`.

`lambShielding_eq_mean` writes the inner product as an integral by `L2.inner_def` and replaces the integrand almost everywhere using `hW`. `lambShielding_mono` then chains the two halves of `shielding_bracket` and multiplies by the non-negative factor $\alpha^2/3$.
